# Every master equation with constant rates on a nonempty finite set of states has a stationary distribution

Q: A defect in a semiconductor captures and emits carriers, and so hops between a few charge states. I hold the carrier densities and the temperature fixed, so the rates are constant, and I want the steady occupations. My linear solver returns a vector $v$ with $Wv=0$, but nothing tells it that probabilities are nonnegative. Who guarantees that a kernel vector with acceptable signs exists?

A: The structure of the rate matrix does. Let $W_{ij}$, for $i\neq j$, be the rate of the jump from state $j$ to state $i$, and let $W_{jj}=-\sum_{i\neq j}W_{ij}$ be minus the total rate out of $j$. The occupations obey $\dot p_i=\sum_j W_{ij}p_j$, and every column of $W$ sums to zero.

First, a kernel vector exists. The column sums say that $(1,\dots,1)\,W=0$. With at least one state, this row vector is nonzero, so $\det W=0$ and some real $v\neq0$ satisfies $Wv=0$.

Second, its absolute values also lie in the kernel. Fix $i$ and take $s=1$ if $v_i\ge0$ and $s=-1$ otherwise, so that $s v_i=|v_i|$. Then

$$0=s\sum_j W_{ij}v_j=W_{ii}|v_i|+\sum_{j\neq i}W_{ij}\,s v_j\le W_{ii}|v_i|+\sum_{j\neq i}W_{ij}|v_j|=(W|v|)_i ,$$

because $s v_j\le|v_j|$ and the off-diagonal rates are nonnegative. The diagonal element is negative or zero, but it multiplies an equality, so its sign does no harm. Now add up the components:

$$\sum_i (W|v|)_i=\sum_j|v_j|\sum_i W_{ij}=0 .$$

Nonnegative numbers with sum zero all vanish, hence $W|v|=0$.

Third, normalise. Since $v\neq0$, the sum $Z=\sum_k|v_k|$ is positive, and $\pi_i=|v_i|/Z$ is nonnegative, has total one and satisfies $W\pi=0$.

Q: So if my solver returns mixed signs, I take absolute values and divide by the sum?

A: For an exact kernel vector other than zero, yes. Two isolated states have $W=0$, and $v=(1,-1)$ is a legitimate kernel vector; the recipe turns it into $(1/2,1/2)$.

Q: I accept the algebra. What I doubt is that the Lean version is about my defect. What are the states there?

A: The elements of an arbitrary finite type `n`. They carry no energies, positions or ordering.

```lean
import Mathlib

open Matrix Finset

namespace MasterEquationStationary

variable {n : Type*} [Fintype n]
```

The rates enter through two conditions.

```lean
/-- The matrix of a master equation `p' = W p`: `W i j` is the rate of the jump from `j` to `i`,
nonnegative for `i ≠ j`, and every column sums to zero. -/
structure IsRateMatrix (W : Matrix n n ℝ) : Prop where
  rate_nonneg : ∀ i j, i ≠ j → 0 ≤ W i j
  col_sum : ∀ j, ∑ i, W i j = 0
```

The condition `rate_nonneg` says that a jump has a nonnegative probability per unit time. The condition `col_sum` is conservation of probability: whatever leaves `j` arrives somewhere among the listed states. It also fixes the diagonal as minus the total escape rate. The convention is column to row, so if your code stores the rate from $i$ to $j$ in entry $(i,j)$, transpose it first.

Q: And "stationary"? I see no time derivative.

A: There is none. Stationarity is the algebraic condition that the right-hand side of the master equation vanishes.

```lean
/-- A stationary distribution: nonnegative probabilities with total one and `W p = 0`. -/
structure IsStationary (W : Matrix n n ℝ) (p : n → ℝ) : Prop where
  nonneg : ∀ i, 0 ≤ p i
  sum_one : ∑ i, p i = 1
  balance : W *ᵥ p = 0
```

Here `W *ᵥ p` is the matrix-vector product. A distribution with `balance` is a constant solution of $\dot p=Wp$. The statement does not say that other solutions approach it.

Q: Does it mean thermal equilibrium?

A: No. Only the net flow into each state vanishes, and detailed balance is not required. Three states with unit rates $0\to1\to2\to0$ and no reverse jumps have the uniform distribution as a stationary one, with a steady current around the loop.

Q: My two isolated states had many stationary distributions. Where does uniqueness come in?

A: Through a separate assumption, which existence does not use.

```lean
/-- Every nonempty set of states other than the whole state space can be left by a jump
with positive rate. -/
def IsConnected (W : Matrix n n ℝ) : Prop :=
  ∀ S : Finset n, S.Nonempty → S ≠ univ → ∃ j ∈ S, ∃ i, i ∉ S ∧ 0 < W i j
```

Physically, no nonempty proper subset of states is closed: from any such set, some allowed jump leads out. This is equivalent to saying that every state can be reached from every other by a chain of jumps with positive rates. For a single state there is no set to test, and the condition holds automatically.

Q: Then show me where the three steps of your derivation sit in the proof.

A: The first is the singularity of $W$.

```lean
/-- A rate matrix on a nonempty finite set of states has a nonzero kernel vector. -/
theorem exists_kernel_vector [Nonempty n] {W : Matrix n n ℝ} (hW : IsRateMatrix W) :
    ∃ v : n → ℝ, v ≠ 0 ∧ W *ᵥ v = 0 := by
  classical
  -- the row vector of ones is a left null vector, so the determinant vanishes
  apply Matrix.exists_mulVec_eq_zero_iff.mpr
  apply Matrix.exists_vecMul_eq_zero_iff.mp
  refine ⟨fun _ => 1, ?_, ?_⟩
  · intro h
    obtain ⟨i⟩ := ‹Nonempty n›
    have := congrFun h i
    simp at this
  · funext j
    simpa [Matrix.vecMul, dotProduct] using hW.col_sum j
```

The two `apply` lines pass from a right null vector to a vanishing determinant, and from there to a left null vector. The vector supplied is `fun _ => 1`. It is nonzero because there is a state at which to evaluate it, and `col_sum` shows that $W$ annihilates it from the left.

The second step is the one about absolute values.

```lean
/-- If `v` is in the kernel of a rate matrix, so is the vector of absolute values of `v`. -/
theorem abs_mem_kernel {W : Matrix n n ℝ} (hW : IsRateMatrix W) {v : n → ℝ}
    (hv : W *ᵥ v = 0) : W *ᵥ (fun i => |v i|) = 0 := by
  -- each component of `W |v|` is nonnegative
  have hge : ∀ i, 0 ≤ ∑ j, W i j * |v j| := by
    intro i
    have hvi : ∑ j, W i j * v j = 0 := congrFun hv i
    obtain ⟨s, hs, hsi⟩ : ∃ s : ℝ, |s| = 1 ∧ s * v i = |v i| := by
      rcases le_total 0 (v i) with h | h
      · exact ⟨1, by simp, by rw [abs_of_nonneg h, one_mul]⟩
      · exact ⟨-1, by simp, by rw [abs_of_nonpos h]; ring⟩
    calc 0 = s * ∑ j, W i j * v j := by rw [hvi, mul_zero]
      _ = ∑ j, W i j * (s * v j) := by
        rw [Finset.mul_sum]
        exact Finset.sum_congr rfl fun j _ => by ring
      _ ≤ ∑ j, W i j * |v j| := by
        apply Finset.sum_le_sum
        intro j _
        by_cases hij : i = j
        · exact le_of_eq (by rw [← hij, hsi])
        · have h1 : s * v j ≤ |v j| := by
            calc s * v j ≤ |s * v j| := le_abs_self _
              _ = |v j| := by rw [abs_mul, hs, one_mul]
          exact mul_le_mul_of_nonneg_left h1 (hW.rate_nonneg i j hij)
  -- the components add up to zero, so each of them vanishes
  have htot : ∑ i, ∑ j, W i j * |v j| = 0 := by
    rw [Finset.sum_comm]
    apply Finset.sum_eq_zero
    intro j _
    rw [← Finset.sum_mul, hW.col_sum, zero_mul]
  funext i
  exact (Finset.sum_eq_zero_iff_of_nonneg (fun i _ => hge i)).mp htot i (mem_univ i)
```

The inequality for row `i` is `hge`. The sign $s$ is obtained by splitting on whether `v i` is nonnegative, and the `calc` block repeats the displayed chain, with equality in the term `i = j` and `rate_nonneg` in the others. Then `htot` exchanges the two sums and uses the columns. The last line concludes that every component is zero.

Normalisation comes third.

```lean
/-- The absolute values of any nonzero kernel vector of a rate matrix, divided by their sum,
form a stationary distribution. -/
theorem stationary_of_kernel {W : Matrix n n ℝ} (hW : IsRateMatrix W) {v : n → ℝ}
    (hv0 : v ≠ 0) (hv : W *ᵥ v = 0) :
    IsStationary W (fun i => |v i| / ∑ k, |v k|) := by
  have hpos : 0 < ∑ k, |v k| := by
    obtain ⟨i, hi⟩ := Function.ne_iff.mp hv0
    exact Finset.sum_pos' (fun k _ => abs_nonneg _) ⟨i, mem_univ i, abs_pos.mpr hi⟩
  refine ⟨fun i => div_nonneg (abs_nonneg _) hpos.le, ?_, ?_⟩
  · rw [← Finset.sum_div, div_self hpos.ne']
  · have h : (fun i => |v i| / ∑ k, |v k|) = (∑ k, |v k|)⁻¹ • (fun i => |v i|) := by
      funext i
      exact div_eq_inv_mul _ _
    rw [h, Matrix.mulVec_smul, abs_mem_kernel hW hv, smul_zero]
```

This theorem gives the distribution explicitly for any nonzero kernel vector you hand it. The positive sum is `hpos`, and the constant factor is pulled out of the matrix product to reach `W *ᵥ p = 0`.

Q: And the statement I asked about at the start?

A: It joins the first and third results.

```lean
/-- Every master equation with constant rates on a nonempty finite set of states has a stationary
distribution. -/
theorem exists_stationary [Nonempty n] {W : Matrix n n ℝ} (hW : IsRateMatrix W) :
    ∃ p : n → ℝ, IsStationary W p := by
  obtain ⟨v, hv0, hv⟩ := exists_kernel_vector hW
  exact ⟨_, stationary_of_kernel hW hv0 hv⟩
```

In words: for a finite, nonempty set of states and any $W$ satisfying `IsRateMatrix`, there is a `p` satisfying `IsStationary W p`. For your defect it secures a steady set of occupations, provided that the charge states are finite in number and the rates do not depend on the occupations. If the carrier densities respond to the trapped charge, the equations become nonlinear and the theorem does not apply to them as a whole.

Q: Now uniqueness. Why can't a connected system have two steady states?

A: First, a nonzero $u\ge0$ with $Wu=0$ must be positive everywhere. Suppose some $u_i=0$. The set of states with $u_l>0$ is then nonempty and proper, so a jump with $W_{kj}>0$ leads from some $j$ inside to some $k$ outside. Row $k$ reads $0=\sum_l W_{kl}u_l$. The term $l=k$ vanishes because $u_k=0$, the others are nonnegative, and the term $l=j$ is positive, which is a contradiction.

```lean
/-- For a connected rate matrix, a nonzero kernel vector with nonnegative entries is
strictly positive in every state. -/
theorem kernel_pos {W : Matrix n n ℝ} (hW : IsRateMatrix W) (hc : IsConnected W)
    {u : n → ℝ} (hu0 : ∀ i, 0 ≤ u i) (hne : u ≠ 0) (hu : W *ᵥ u = 0) (i : n) : 0 < u i := by
  classical
  by_contra hi
  obtain ⟨m, hm⟩ := Function.ne_iff.mp hne
  have hm' : 0 < u m := lt_of_le_of_ne (hu0 m) (Ne.symm hm)
  -- a jump leads out of the set of occupied states
  obtain ⟨j, hj, k, hk, hr⟩ := hc (univ.filter fun l => 0 < u l)
    ⟨m, Finset.mem_filter.mpr ⟨mem_univ m, hm'⟩⟩
    (by
      intro h
      have hiS : i ∈ univ.filter (fun l => 0 < u l) := by
        rw [h]
        exact mem_univ i
      exact hi (Finset.mem_filter.mp hiS).2)
  have huj : 0 < u j := (Finset.mem_filter.mp hj).2
  have huk : u k = 0 := le_antisymm
    (not_lt.mp fun h => hk (Finset.mem_filter.mpr ⟨mem_univ k, h⟩)) (hu0 k)
  -- but the gain of the empty state `k` is zero term by term
  have hterm : ∀ l ∈ (univ : Finset n), 0 ≤ W k l * u l := by
    intro l _
    by_cases hkl : k = l
    · rw [← hkl, huk, mul_zero]
    · exact mul_nonneg (hW.rate_nonneg k l hkl) (hu0 l)
  have hsum : ∑ l, W k l * u l = 0 := congrFun hu k
  have hz := (Finset.sum_eq_zero_iff_of_nonneg hterm).mp hsum j (mem_univ j)
  exact (mul_pos hr huj).ne' hz
```

The occupied set is the `filter` expression, `hterm` gives the signs of the terms, and the last two lines set the vanishing of term `j` against its positivity.

Next, take two stationary distributions $p$ and $q$ and let $v=p-q$. Then $Wv=0$ and $\sum_i v_i=0$. By the absolute-value step, $u=|v|+v$ is also in the kernel, and $u\ge0$. If $u=0$, then $v_i=-|v_i|\le0$ for all $i$, and the zero sum forces $v=0$. If $u\neq0$, then $u_i>0$ everywhere, so $v_i>0$ everywhere, which contradicts the zero sum. Hence $p=q$.

```lean
/-- A connected rate matrix has at most one stationary distribution. -/
theorem stationary_unique {W : Matrix n n ℝ} (hW : IsRateMatrix W) (hc : IsConnected W)
    {p q : n → ℝ} (hp : IsStationary W p) (hq : IsStationary W q) : p = q := by
  have hv : W *ᵥ (p - q) = 0 := by
    rw [Matrix.mulVec_sub, hp.balance, hq.balance, sub_zero]
  have hsum : ∑ i, (p i - q i) = 0 := by
    rw [Finset.sum_sub_distrib, hp.sum_one, hq.sum_one, sub_self]
  -- `|p - q| + (p - q)` is a nonnegative kernel vector
  have hu : W *ᵥ ((fun i => |(p - q) i|) + (p - q)) = 0 := by
    rw [Matrix.mulVec_add, abs_mem_kernel hW hv, hv, add_zero]
  by_cases h0 : (fun i => |(p - q) i|) + (p - q) = 0
  · have hle : ∀ i ∈ (univ : Finset n), p i - q i ≤ 0 := by
      intro i _
      have h1 : |p i - q i| + (p i - q i) = 0 := congrFun h0 i
      linarith [abs_nonneg (p i - q i)]
    funext i
    exact sub_eq_zero.mp ((Finset.sum_eq_zero_iff_of_nonpos hle).mp hsum i (mem_univ i))
  · exfalso
    have hnn : ∀ i, 0 ≤ ((fun i => |(p - q) i|) + (p - q)) i := by
      intro i
      change 0 ≤ |p i - q i| + (p i - q i)
      linarith [neg_abs_le (p i - q i)]
    have hpos : ∀ i ∈ (univ : Finset n), 0 < p i - q i := by
      intro i _
      have h1 : 0 < |p i - q i| + (p i - q i) := kernel_pos hW hc hnn h0 hu i
      by_contra h2
      rw [abs_of_nonpos (not_lt.mp h2)] at h1
      linarith
    obtain ⟨i, _⟩ := Function.ne_iff.mp h0
    exact (Finset.sum_pos hpos ⟨i, mem_univ i⟩).ne' hsum
```

The split `by_cases h0` separates these two cases, and `exfalso` marks the one that ends in a contradiction.

Q: Give me a case that I can check against what I know.

A: Take a trap that is either empty (state 0) or filled (state 1), with capture rate $a$ and emission rate $b$.

```lean
/-- The two-state system with rate `a` from state 0 to state 1 and rate `b` back. -/
def twoState (a b : ℝ) : Matrix (Fin 2) (Fin 2) ℝ := !![-a, b; a, -b]
```

If both rates are positive, it meets both sets of assumptions.

```lean
/-- With positive rates, the two-state system is a connected rate matrix. -/
theorem twoState_witness {a b : ℝ} (ha : 0 < a) (hb : 0 < b) :
    IsRateMatrix (twoState a b) ∧ IsConnected (twoState a b) := by
  refine ⟨⟨?_, ?_⟩, ?_⟩
  · intro i j hij
    fin_cases i <;> fin_cases j
    · exact absurd rfl hij
    · exact hb.le
    · exact ha.le
    · exact absurd rfl hij
  · intro j
    fin_cases j <;> simp [twoState, Fin.sum_univ_two]
  · intro S hS hne
    by_cases h0 : (0 : Fin 2) ∈ S <;> by_cases h1 : (1 : Fin 2) ∈ S
    · have hall : ∀ i : Fin 2, i ∈ S := Fin.forall_fin_two.mpr ⟨h0, h1⟩
      exact absurd (Finset.eq_univ_iff_forall.mpr hall) hne
    · exact ⟨0, h0, 1, h1, ha⟩
    · exact ⟨1, h1, 0, h0, hb⟩
    · have hall : ∀ i : Fin 2, i ∉ S := Fin.forall_fin_two.mpr ⟨h0, h1⟩
      obtain ⟨i, hi⟩ := hS
      exact absurd hi (hall i)
```

The proof of connectedness goes through the possible memberships of 0 and 1 in a set. Only the two one-element sets remain, and each has its exit.

The stationary distribution follows from $-ap_0+bp_1=0$ and $p_0+p_1=1$. Substituting $p_1=1-p_0$ gives $(a+b)p_0=b$, so $p_0=b/(a+b)$ and $p_1=a/(a+b)$.

```lean
/-- For nonnegative rates that are not both zero, the two-state system has exactly one stationary
distribution, with probabilities `b / (a + b)` and `a / (a + b)`. -/
theorem twoState_stationary_iff {a b : ℝ} (ha : 0 ≤ a) (hb : 0 ≤ b) (hab : 0 < a + b)
    (p : Fin 2 → ℝ) :
    IsStationary (twoState a b) p ↔ p = ![b / (a + b), a / (a + b)] := by
  constructor
  · intro h
    have e : -a * p 0 + b * p 1 = 0 := by
      have := congrFun h.balance 0
      simpa [twoState, Matrix.mulVec, dotProduct, Fin.sum_univ_two] using this
    have s : p 0 + p 1 = 1 := (Fin.sum_univ_two p).symm.trans h.sum_one
    funext i
    fin_cases i
    · change p 0 = b / (a + b)
      rw [eq_div_iff hab.ne']
      linear_combination b * s - e
    · change p 1 = a / (a + b)
      rw [eq_div_iff hab.ne']
      linear_combination a * s + e
  · rintro rfl
    refine ⟨?_, ?_, ?_⟩
    · intro i
      fin_cases i
      · exact div_nonneg hb hab.le
      · exact div_nonneg ha hab.le
    · rw [Fin.sum_univ_two]
      change b / (a + b) + a / (a + b) = 1
      rw [← add_div, add_comm b a, div_self hab.ne']
    · have k0 : -a * (b / (a + b)) + b * (a / (a + b)) = 0 := by ring
      have k1 : a * (b / (a + b)) + -b * (a / (a + b)) = 0 := by ring
      funext i
      fin_cases i
      · simpa [twoState, Matrix.mulVec, dotProduct, Fin.sum_univ_two] using k0
      · simpa [twoState, Matrix.mulVec, dotProduct, Fin.sum_univ_two] using k1

end MasterEquationStationary
```

The forward direction extracts these two equations as `e` and `s` and combines them linearly. The reverse direction checks the sign, the total and both rows.

Q: This one allows a rate to be zero. Isn't the system then disconnected?

A: It is, and the stationary distribution is still unique as long as the other rate is positive. With $b=0$ and $a>0$ the trap never empties, and the formula gives $(0,1)$. So connectedness is sufficient for uniqueness but not necessary. With $a=b=0$ every distribution is stationary, so being a rate matrix is not enough by itself.

Q: My simulation uses discrete time steps, with a matrix $P$ of transition probabilities. Do I need a new argument?

A: No. If $P$ has nonnegative entries and columns that sum to one, then $W=P-I$, with $I$ the identity matrix, has nonnegative off-diagonal entries and zero column sums. A stationary distribution of this $W$ satisfies $P\pi=\pi$, so every finite Markov chain with at least one state and fixed transition probabilities has an invariant distribution. This holds even for a chain that alternates between two states forever, where $\pi=(1/2,1/2)$ although the occupations need not settle.

```lean
#print axioms MasterEquationStationary.exists_stationary
#print axioms MasterEquationStationary.stationary_unique
#print axioms MasterEquationStationary.twoState_stationary_iff
```

```
'MasterEquationStationary.exists_stationary' depends on axioms: [propext, Classical.choice, Quot.sound]
'MasterEquationStationary.stationary_unique' depends on axioms: [propext, Classical.choice, Quot.sound]
'MasterEquationStationary.twoState_stationary_iff' depends on axioms: [propext, Classical.choice, Quot.sound]
```
